# The discriminant of the Hermite polynomials from their three-term recurrence

For particles that repel logarithmically, the product of their distances fixes the repulsion energy. When they sit at the zeros of a Hermite polynomial, this energy can be summed from numerical zeros, but a wrong scaling or a miscounted pair may still give a plausible number. The closed form proved here supplies an exact value to compare it with. For one particle in a one-dimensional harmonic well, with mass m and angular frequency ω, the zeros of the nth probabilists' Hermite polynomial are the nodes of level n (counted from 0), in units of √(ħ/(2mω)).

```lean
import Mathlib

open Polynomial ComplexConjugate

namespace HermiteDiscriminant

noncomputable section
```

He_n denotes the probabilists' Hermite polynomial, which belongs to the weight exp(−x²/2). `He n` is Mathlib's integer polynomial with its coefficients read as reals.

```lean
/-- The probabilists' Hermite polynomial `He_n` with real coefficients. -/
def He (n : ℕ) : ℝ[X] := (hermite n).map (Int.castRingHom ℝ)
```

A configuration `x : Fin n → ℝ` lists positions x_0, …, x_{n−1}, and `Finset.Ioi i` runs over j > i, so each pair counts once. The energy is dimensionless, with unit coupling and no confining potential.

```lean
/-- The logarithmic pair repulsion energy of `n` particles at distinct positions on a line. (For
coincident particles Lean's `log 0 = 0` gives a value without physical meaning.) -/
def pairEnergy {n : ℕ} (x : Fin n → ℝ) : ℝ :=
  -∑ i, ∑ j ∈ Finset.Ioi i, Real.log |x i - x j|
```

## (a) The lowest polynomial

Show that

He_0 = 1.

Mathlib's recursion starts from the constant 1.

```lean
lemma He_zero : He 0 = 1 := by simp [He]
```

## (b) Leading coefficient

Show that He_n is monic:

He_n = xⁿ + lower powers.

The integer polynomial is monic, and reading its coefficients as reals keeps the leading 1.

```lean
lemma He_monic (n : ℕ) : (He n).Monic := (hermite_monic n).map _
```

## (c) Degree

Show that

deg He_n = n.

The integer polynomial has degree n, and its leading 1 survives the change of coefficients.

```lean
lemma He_natDegree (n : ℕ) : (He n).natDegree = n :=
  ((hermite_monic n).natDegree_map _).trans natDegree_hermite
```

## (d) Raising rule

Show that

He_{n+1} = x He_n − He_n′.

This is the defining recursion over the integers. Passing to real coefficients respects products and derivatives.

```lean
/-- The raising rule: `He_{n+1} = x He_n - He_n'`. -/
lemma He_succ (n : ℕ) : He (n + 1) = X * He n - derivative (He n) := by
  simp only [He, hermite_succ, Polynomial.map_sub, Polynomial.map_mul, Polynomial.map_X,
    derivative_map]
```

## (e) Lowering rule

Show that

He_{n+1}′ = (n+1) He_n.

For n = 0, He_1 = x has derivative 1. For the induction step, differentiate (d) and insert the hypothesis:

He_{n+2}′ = He_{n+1} + (n+1)(x He_n − He_n′) = (n+2) He_{n+1}.

The last equality uses (d) again, through `linear_combination`.

```lean
/-- The lowering rule: differentiation takes `He_{n+1}` to `(n+1) He_n`. -/
theorem derivative_He (n : ℕ) : derivative (He (n + 1)) = C ((n : ℝ) + 1) * He n := by
  induction n with
  | zero => rw [He_succ, He_zero]; simp
  | succ n ih =>
    have hc : C (((n + 1 : ℕ) : ℝ) + 1) = C ((n : ℝ) + 1) + 1 := by simp
    rw [He_succ (n + 1), derivative_sub, derivative_mul, derivative_X, ih, derivative_C_mul, hc]
    linear_combination (-(C ((n : ℝ) + 1))) * He_succ n
```

## (f) Three-term recurrence

Eliminate the derivative to obtain

He_{n+2} = x He_{n+1} − (n+1) He_n.

Insert (e) into (d).

```lean
/-- The three-term recurrence `He_{n+2} = x He_{n+1} - (n+1) He_n`. -/
theorem He_recurrence (n : ℕ) :
    He (n + 1 + 1) = X * He (n + 1) - C ((n : ℝ) + 1) * He n := by
  rw [He_succ (n + 1), derivative_He]
```

## (g) A Christoffel–Darboux identity

For complex z, show that

Im(He_{n+1}(z) conj He_n(z)) = Im z · n! ∑_{k=0}^{n} |He_k(z)|²/k!.

Call the left side D_n. Then D_0 = Im z, as required. By (f),

D_{n+1} = Im z |He_{n+1}(z)|² + (n+1) D_n,

which is `key` in the code. Insert the induction hypothesis for D_n: its prefactor becomes (n+1) n! = (n+1)!, and the first term supplies k = n+1.

```lean
/-- A Christoffel–Darboux identity at a complex point `z` and its conjugate. -/
theorem christoffel_darboux (n : ℕ) (z : ℂ) :
    (aeval z (He (n + 1)) * conj (aeval z (He n))).im =
      z.im * ((n.factorial : ℝ) *
        ∑ k ∈ Finset.range (n + 1), Complex.normSq (aeval z (He k)) / (k.factorial : ℝ)) := by
  induction n with
  | zero => rw [He_succ, He_zero]; simp [He_zero]
  | succ n ih =>
    have r : aeval z (He (n + 1 + 1)) =
        z * aeval z (He (n + 1)) - ((n : ℂ) + 1) * aeval z (He n) := by
      rw [He_recurrence]; simp
    have key : ∀ a b : ℂ, ((z * a - ((n : ℂ) + 1) * b) * conj a).im =
        z.im * Complex.normSq a + ((n : ℝ) + 1) * (a * conj b).im := by
      intro a b
      simp [Complex.normSq_apply]
      ring
    have hf : ((n + 1).factorial : ℝ) ≠ 0 := by positivity
    have hN : ∀ N : ℝ, ((n + 1).factorial : ℝ) * (N / ((n + 1).factorial : ℝ)) = N := by
      intro N; field_simp
    rw [r, key, ih, Finset.sum_range_succ _ (n + 1), mul_add, hN, Nat.factorial_succ]
    push_cast
    ring
```

## (h) Real zeros

Show that He_n(z) = 0 implies

Im z = 0.

He_0 has no zeros. At a zero of He_{n+1} the left side of (g) vanishes, while the sum is at least its k = 0 term, which is 1.

```lean
/-- Every complex zero of a Hermite polynomial is real. -/
theorem zeros_real (n : ℕ) (z : ℂ) (h : aeval z (He n) = 0) : z.im = 0 := by
  cases n with
  | zero => simp [He_zero] at h
  | succ n =>
    have c := christoffel_darboux n z
    rw [h, zero_mul, Complex.zero_im] at c
    -- the sum is positive because its first term is one
    have pos : 0 < (n.factorial : ℝ) *
        ∑ k ∈ Finset.range (n + 1), Complex.normSq (aeval z (He k)) / (k.factorial : ℝ) :=
      mul_pos (by positivity) (Finset.sum_pos'
        (fun k _ => div_nonneg (Complex.normSq_nonneg _) (by positivity))
        ⟨0, by simp, by simp [He_zero]⟩)
    exact (mul_eq_zero.1 c.symm).resolve_right pos.ne'
```

## (i) Neighbours share no zero

For real t with He_{n+1}(t) = 0, show that

He_n(t) ≠ 0.

He_0 = 1 settles n = 0. If He_{n+2} and He_{n+1} both vanished at t, (f) would give He_n(t) = 0, against the previous case.

```lean
lemma no_common_zero (n : ℕ) (t : ℝ) (h : (He (n + 1)).eval t = 0) : (He n).eval t ≠ 0 := by
  induction n with
  | zero => simp [He_zero]
  | succ n ih =>
    intro h'
    rw [He_recurrence] at h
    simp only [eval_sub, eval_mul, eval_X, eval_C, h', mul_zero, zero_sub, neg_eq_zero] at h
    exact ih h' ((mul_eq_zero.1 h).resolve_left (by positivity))
```

## (j) Simple zeros

Show that each real zero a of He_n has

multiplicity(a) = 1.

A repeated zero is also a zero of the derivative, hence by (e) of the preceding polynomial, which (i) forbids. `Nodup` says that the list of roots has no repeats.

```lean
lemma roots_nodup (n : ℕ) : (He n).roots.Nodup := by
  refine Multiset.nodup_iff_count_le_one.2 fun a => ?_
  rw [count_roots]
  by_contra hlt
  obtain ⟨h1, h2⟩ := (one_lt_rootMultiplicity_iff_isRoot (He_monic n).ne_zero).1 (not_le.1 hlt)
  cases n with
  | zero => simp [He_zero] at h1
  | succ n =>
    rw [derivative_He] at h2
    simp only [IsRoot.def, eval_mul, eval_C] at h1 h2
    exact no_common_zero n a h1 ((mul_eq_zero.1 h2).resolve_left (by positivity))
```

## (k) A full set of zeros

Show that there are real numbers

x_0 < … < x_{n−1} with He_n(x_i) = 0.

Divide out all real linear factors, leaving q without real zeros. If q were not constant, it would have a complex zero, which is real by (h): a contradiction. So there are n real roots, distinct by (j), and `orderEmbOfFin` sorts them.

```lean
/-- For every `n`, the polynomial `He_n` has `n` distinct real zeros, listed in increasing order. -/
theorem exists_zeros (n : ℕ) :
    ∃ x : Fin n → ℝ, StrictMono x ∧ ∀ i, (He n).eval (x i) = 0 := by
  obtain ⟨q, hq, hcard, hroots⟩ := exists_prod_multiset_X_sub_C_mul (He n)
  have q0 : q ≠ 0 := by
    intro h
    rw [h, mul_zero] at hq
    exact (He_monic n).ne_zero hq.symm
  -- a factor without real zeros would have a complex zero, which is real after all
  have qd : q.natDegree = 0 := by
    by_contra hd
    obtain ⟨z, hz⟩ := IsAlgClosed.exists_aeval_eq_zero ℂ q
      (fun h => hd (natDegree_eq_zero_iff_degree_le_zero.2 h.le))
    have hH : aeval z (He n) = 0 := by rw [← hq, map_mul, hz, mul_zero]
    have hre : ((z.re : ℝ) : ℂ) = z := Complex.ext (by simp) (by simp [zeros_real n z hH])
    have e : aeval ((z.re : ℝ) : ℂ) q = ((q.eval z.re : ℝ) : ℂ) :=
      aeval_algebraMap_apply_eq_algebraMap_eval z.re q
    rw [hre, hz] at e
    have hm : z.re ∈ q.roots := (mem_roots q0).2 (by exact_mod_cast e.symm)
    rw [hroots] at hm
    simp at hm
  have card : (He n).roots.toFinset.card = n := by
    rw [Multiset.toFinset_card_of_nodup (roots_nodup n)]
    have := He_natDegree n
    omega
  refine ⟨fun i => (He n).roots.toFinset.orderEmbOfFin card i,
    ((He n).roots.toFinset.orderEmbOfFin card).strictMono, fun i => ?_⟩
  have hm := Finset.orderEmbOfFin_mem _ card i
  exact (mem_roots'.1 (Multiset.mem_toFinset.1 hm)).2
```

## (l) Factorisation

For any n distinct real zeros x_i, show that

He_n = ∏_i (X − x_i).

They exhaust the degree, and He_n is monic.

```lean
lemma He_factor {n : ℕ} (x : Fin n → ℝ) (hx : Function.Injective x)
    (h : ∀ i, (He n).eval (x i) = 0) : He n = ∏ i, (X - C (x i)) := by
  have hle : Finset.univ.val.map x ≤ (He n).roots := by
    refine (Multiset.le_iff_subset (Finset.univ.nodup.map hx)).2 fun a ha => ?_
    obtain ⟨i, _, rfl⟩ := Multiset.mem_map.1 ha
    exact (mem_roots (He_monic n).ne_zero).2 (h i)
  have heq := Multiset.eq_of_le_of_card_le hle
    (by simpa [He_natDegree] using card_roots' (He n))
  have hp := prod_multiset_X_sub_C_of_monic_of_roots_card_eq (He_monic n)
    (by rw [← heq, He_natDegree]; simp)
  rw [← heq, Multiset.map_map] at hp
  exact hp.symm
```

## (m) Values as products of distances

For real t, show that

He_n(t) = ∏_i (t − x_i).

Evaluate (l) at t.

```lean
lemma He_eval {n : ℕ} (x : Fin n → ℝ) (hx : Function.Injective x)
    (h : ∀ i, (He n).eval (x i) = 0) (t : ℝ) : (He n).eval t = ∏ i, (t - x i) := by
  rw [He_factor x hx h, eval_prod]
  simp
```

## (n) One polynomial over its neighbour's zeros

For the distinct zeros x_0, …, x_n of He_{n+1}, show that

∏_i He_n(x_i) = ∏_{k=1}^{n} (−k)^k.

For n = 0 both sides are 1. For the step, let x_i be the n+2 zeros of He_{n+2} and y_j the n+1 zeros of He_{n+1}, supplied by (k). Exchange the products, then use (f) at y_j:

∏_i He_{n+1}(x_i) = ∏_i ∏_j (x_i − y_j)
= ∏_j (−1)^{n+2} He_{n+2}(y_j)
= (−1)^{(n+1)(n+2)} (−(n+1))^{n+1} ∏_j He_n(y_j).

The first exponent is even, and the hypothesis evaluates the last product. The `calc` block follows these lines.

```lean
/-- The product of `He_n` over the zeros of `He_{n+1}` is the product of `(-k)^k` for `k ≤ n`. -/
theorem prod_He_at_zeros {n : ℕ} (x : Fin (n + 1) → ℝ) (hx : Function.Injective x)
    (h : ∀ i, (He (n + 1)).eval (x i) = 0) :
    ∏ i, (He n).eval (x i) = ∏ k ∈ Finset.Icc 1 n, (-(k : ℝ)) ^ k := by
  induction n with
  | zero => simp [He_zero]
  | succ n ih =>
    obtain ⟨y, hy, hy0⟩ := exists_zeros (n + 1)
    have hev : Even ((n + 1 + 1) * (n + 1)) := by
      rw [mul_comm]; exact Nat.even_mul_succ_self (n + 1)
    calc ∏ i, (He (n + 1)).eval (x i) = ∏ i, ∏ j, (x i - y j) :=
          Finset.prod_congr rfl fun i _ => He_eval y hy.injective hy0 _
      _ = ∏ j, ∏ i, (x i - y j) := Finset.prod_comm
      _ = ∏ j, ((-1) ^ (n + 1 + 1) * (He (n + 1 + 1)).eval (y j)) := by
          refine Finset.prod_congr rfl fun j _ => ?_
          have hs : ∀ i, x i - y j = (-1) * (y j - x i) := fun i => by ring
          rw [He_eval x hx h (y j), Finset.prod_congr rfl (fun i _ => hs i),
            Finset.prod_mul_distrib, Finset.prod_const, Finset.card_univ, Fintype.card_fin]
      _ = ∏ j, ((-1) ^ (n + 1 + 1) * (-((n : ℝ) + 1) * (He n).eval (y j))) := by
          -- at a zero of the middle polynomial the recurrence has one term left
          refine Finset.prod_congr rfl fun j _ => ?_
          rw [He_recurrence]
          simp only [eval_sub, eval_mul, eval_X, eval_C, hy0 j]
          ring
      _ = (-1) ^ ((n + 1 + 1) * (n + 1)) *
            ((-((n : ℝ) + 1)) ^ (n + 1) * ∏ j, (He n).eval (y j)) := by
          rw [Finset.prod_mul_distrib, Finset.prod_mul_distrib, Finset.prod_const,
            Finset.prod_const, Finset.card_univ, Fintype.card_fin, ← pow_mul]
      _ = ∏ k ∈ Finset.Icc 1 (n + 1), (-(k : ℝ)) ^ k := by
          rw [ih y hy.injective hy0, Finset.prod_Icc_succ_top (by omega), hev.neg_one_pow,
            one_mul, mul_comm]
          push_cast
          rfl
```

## (o) The discriminant

For any n distinct real zeros of He_n, show that

∏_{i<j} (x_i − x_j)² = ∏_{k=1}^{n} k^k.

For n = 0 both products are empty. For n+1 zeros, differentiating (l) and using (e) gives `hd`:

∏_{j≠i} (x_i − x_j) = (n+1) He_n(x_i).

Multiply over i and take absolute values. Each pair occurs twice, so by (n)

∏_{i<j} (x_i − x_j)² = (n+1)^{n+1} ∏_{k=1}^{n} k^k.

For example, He_3 = x³ − 3x has zeros −√3, 0, √3. The squared distances 3, 3 and 12 multiply to 108 = 1 · 2² · 3³.

In Lean, `hx` says that the positions are distinct and `h` that each is a zero; their order is free. The statement could also have been modelled by the resultant of He_n and He_n′. It would then mention no zeros, and (p) would need a further theorem to recover distances.

```lean
/-- The discriminant of `He_n`: the product of the squared distances between its `n` distinct
real zeros, over all pairs, is `1^1 2^2 ⋯ n^n`. -/
theorem hermite_discriminant {n : ℕ} (x : Fin n → ℝ) (hx : Function.Injective x)
    (h : ∀ i, (He n).eval (x i) = 0) :
    ∏ i, ∏ j ∈ Finset.Ioi i, (x i - x j) ^ 2 = ∏ k ∈ Finset.Icc 1 n, (k : ℝ) ^ k := by
  cases n with
  | zero => simp
  | succ n =>
    -- the slope at a zero is the product of the differences to the other zeros
    have hd : ∀ i, ∏ j ∈ {i}ᶜ, (x i - x j) = ((n : ℝ) + 1) * (He n).eval (x i) := by
      intro i
      have e : (derivative (He (n + 1))).eval (x i) = ∏ j ∈ {i}ᶜ, (x i - x j) := by
        rw [He_factor x hx h, ← Finset.mul_prod_erase Finset.univ _ (Finset.mem_univ i),
          derivative_mul]
        simp [eval_prod, Finset.compl_singleton]
      rw [← e, derivative_He, eval_mul, eval_C]
    have hn : |(n : ℝ) + 1| = (n : ℝ) + 1 := abs_of_pos (by positivity)
    calc ∏ i, ∏ j ∈ Finset.Ioi i, (x i - x j) ^ 2
        = ∏ i, ∏ j ∈ Finset.Ioi i, |x j - x i| * |x i - x j| := by
          refine Finset.prod_congr rfl fun i _ => Finset.prod_congr rfl fun j _ => ?_
          rw [abs_sub_comm (x j) (x i), abs_mul_abs_self, sq]
      _ = ∏ i, ∏ j ∈ {i}ᶜ, |x j - x i| :=
          Finset.prod_prod_Ioi_mul_eq_prod_prod_off_diag (fun i j => |x i - x j|)
      _ = |∏ i, (((n : ℝ) + 1) * (He n).eval (x i))| := by
          rw [Finset.abs_prod]
          refine Finset.prod_congr rfl fun i _ => ?_
          rw [← hd i, Finset.abs_prod]
          exact Finset.prod_congr rfl fun j _ => abs_sub_comm _ _
      _ = ∏ k ∈ Finset.Icc 1 (n + 1), (k : ℝ) ^ k := by
          rw [Finset.prod_mul_distrib, Finset.prod_const, Finset.card_univ, Fintype.card_fin,
            prod_He_at_zeros x hx h, Finset.prod_Icc_succ_top (by omega), abs_mul, abs_pow, hn,
            Finset.abs_prod]
          simp only [abs_pow, abs_neg, Nat.abs_cast]
          push_cast
          ring
```

## (p) Repulsion energy at the zeros

For the same positions, show that

−∑_{i<j} log|x_i − x_j| = −½ ∑_{k=1}^{n} k log k.

Take the logarithm of (o) and divide by −2. Distinctness keeps every factor nonzero, so the logarithm splits into sums (`L` and `R`). For n = 3 the energy is −½ log 108 ≈ −2.34.

The Hermite differential equation makes these positions stationary when each particle also feels a potential x²/4; that force balance is textbook background and is not proved in the code.

```lean
/-- The logarithmic pair energy of particles placed at the `n` zeros of `He_n` is
`-(1/2) ∑ k log k`, with `k` running from `1` to `n`. -/
theorem pairEnergy_at_zeros {n : ℕ} (x : Fin n → ℝ) (hx : Function.Injective x)
    (h : ∀ i, (He n).eval (x i) = 0) :
    pairEnergy x = -(1 / 2) * ∑ k ∈ Finset.Icc 1 n, (k : ℝ) * Real.log k := by
  have hne : ∀ i, ∀ j ∈ Finset.Ioi i, (x i - x j) ^ 2 ≠ 0 := fun i j hj =>
    pow_ne_zero 2 (sub_ne_zero.2 (hx.ne (Finset.mem_Ioi.1 hj).ne))
  have L : Real.log (∏ i, ∏ j ∈ Finset.Ioi i, (x i - x j) ^ 2) =
      ∑ i, ∑ j ∈ Finset.Ioi i, 2 * Real.log |x i - x j| := by
    rw [Real.log_prod]
    · refine Finset.sum_congr rfl fun i _ => ?_
      rw [Real.log_prod]
      · exact Finset.sum_congr rfl fun j _ => by simp [Real.log_pow, Real.log_abs]
      · exact hne i
    · exact fun i _ => Finset.prod_ne_zero_iff.2 (hne i)
  have R : Real.log (∏ k ∈ Finset.Icc 1 n, (k : ℝ) ^ k) =
      ∑ k ∈ Finset.Icc 1 n, (k : ℝ) * Real.log k := by
    rw [Real.log_prod]
    · exact Finset.sum_congr rfl fun k _ => Real.log_pow k k
    · intro k hk
      have hk1 := (Finset.mem_Icc.1 hk).1
      exact pow_ne_zero k (Nat.cast_ne_zero.2 (by omega))
  rw [hermite_discriminant x hx h, R] at L
  simp only [← Finset.mul_sum] at L
  unfold pairEnergy
  linarith

end

end HermiteDiscriminant
```

```lean
#print axioms HermiteDiscriminant.hermite_discriminant
-- 'HermiteDiscriminant.hermite_discriminant' depends on axioms: [propext, Classical.choice, Quot.sound]
#print axioms HermiteDiscriminant.pairEnergy_at_zeros
-- 'HermiteDiscriminant.pairEnergy_at_zeros' depends on axioms: [propext, Classical.choice, Quot.sound]
```
